# The derivative of an isotropic Fermi-ball integral with respect to the Fermi radius in three dimensions

In three-dimensional momentum space, let a quantity `g` depend only on the length of the wavevector, and integrate it over the filled ball of radius R. The lemma says that the derivative of this integral with respect to R is 4πR² g(R), the area of the Fermi sphere times the value of `g` on it. It assumes that R > 0 and that `g` is continuous on [0, ∞), and the integral carries no spin factor or factor of 1/(2π)³. The attempt computes the unit-ball volume as 4π/3, applies the general result for dimension d ≥ 1 with d = 3, and is left to show that the two expressions for the derivative agree.

The failing Lean file:

```lean
import Mathlib

open MeasureTheory Set Metric Filter Topology

noncomputable section

namespace HasDerivAtFermiIntegralThree

/-- The volume of the unit ball in `d`-dimensional momentum space. -/
def unitBallVolume (d : ℕ) : ℝ :=
  volume.real (ball (0 : EuclideanSpace ℝ (Fin d)) 1)

/-- The integral of the isotropic quantity `g(‖k‖)` over the Fermi ball of radius `R`. -/
def fermiIntegral (d : ℕ) (g : ℝ → ℝ) (R : ℝ) : ℝ :=
  ∫ k in closedBall (0 : EuclideanSpace ℝ (Fin d)) R, g ‖k‖

/-- In dimension `d ≥ 1` and for `R ≥ 0`, the integral over the Fermi ball is a radial
integral over spherical shells. -/
theorem fermiIntegral_eq_radial {d : ℕ} (hd : 1 ≤ d) (g : ℝ → ℝ) {R : ℝ} (hR : 0 ≤ R) :
    fermiIntegral d g R =
      d * unitBallVolume d * ∫ r in (0 : ℝ)..R, r ^ (d - 1) * g r := by
  have : Nontrivial (EuclideanSpace ℝ (Fin d)) :=
    Module.nontrivial_of_finrank_pos (R := ℝ) (by rw [finrank_euclideanSpace_fin]; omega)
  -- the sharp Fermi edge becomes a cutoff in the radial variable
  have h1 : (closedBall (0 : EuclideanSpace ℝ (Fin d)) R).indicator (fun k => g ‖k‖)
      = fun k => (Iic R).indicator g ‖k‖ := by
    ext k
    simp [Set.indicator]
  have h2 : ∀ y : ℝ, y ^ (d - 1) • (Iic R).indicator g y
      = (Iic R).indicator (fun r => r ^ (d - 1) * g r) y := by
    intro y
    by_cases h : y ≤ R <;> simp [Set.indicator, h]
  rw [fermiIntegral, ← integral_indicator measurableSet_closedBall, h1,
    integral_fun_norm_addHaar volume ((Iic R).indicator g), finrank_euclideanSpace_fin]
  simp only [h2]
  rw [setIntegral_indicator measurableSet_Iic, Ioi_inter_Iic,
    intervalIntegral.integral_of_le hR, nsmul_eq_mul, smul_eq_mul, unitBallVolume, mul_assoc]

/-- Fermi-surface derivative: for `d ≥ 1`, `g` continuous on `[0, ∞)` and `R > 0`, the
integral of `g(‖k‖)` over the Fermi ball changes with the radius at the rate
`d V R^(d-1) g(R)`, where `V` is the unit-ball volume. -/
theorem hasDerivAt_fermiIntegral {d : ℕ} (hd : 1 ≤ d) {g : ℝ → ℝ}
    (hg : ContinuousOn g (Ici 0)) {R : ℝ} (hR : 0 < R) :
    HasDerivAt (fermiIntegral d g) (d * unitBallVolume d * R ^ (d - 1) * g R) R := by
  have hc : ContinuousOn (fun r : ℝ => r ^ (d - 1) * g r) (Ici 0) :=
    (continuous_pow (d - 1)).continuousOn.mul hg
  have hint : IntervalIntegrable (fun r : ℝ => r ^ (d - 1) * g r) volume 0 R := by
    apply ContinuousOn.intervalIntegrable
    rw [uIcc_of_le hR.le]
    exact hc.mono fun x hx => hx.1
  -- fundamental theorem of calculus for the radial integral
  have hF := intervalIntegral.integral_hasDerivAt_right hint
    (ContinuousOn.stronglyMeasurableAtFilter isOpen_Ioi
      (hc.mono Ioi_subset_Ici_self) R hR)
    (hc.continuousAt (Ici_mem_nhds hR))
  have hev : fermiIntegral d g =ᶠ[𝓝 R]
      fun x => d * unitBallVolume d * ∫ r in (0 : ℝ)..x, r ^ (d - 1) * g r := by
    filter_upwards [Ioi_mem_nhds hR] with x hx
    exact fermiIntegral_eq_radial hd g (le_of_lt hx)
  exact ((hF.const_mul (d * unitBallVolume d)).congr_of_eventuallyEq hev).congr_deriv
    (by ring)

/-- In three dimensions, for `g` continuous on `[0, ∞)` and `R > 0`, the derivative is the
area `4πR²` of the Fermi sphere times `g(R)`. -/
theorem hasDerivAt_fermiIntegral_three {g : ℝ → ℝ} (hg : ContinuousOn g (Ici 0))
    {R : ℝ} (hR : 0 < R) :
    HasDerivAt (fermiIntegral 3 g) (4 * Real.pi * R ^ 2 * g R) R := by
  have hV : unitBallVolume 3 = Real.pi * 4 / 3 := by
    rw [unitBallVolume, measureReal_def, EuclideanSpace.volume_ball_fin_three,
      ENNReal.toReal_mul, ENNReal.toReal_pow, ENNReal.toReal_ofReal zero_le_one,
      ENNReal.toReal_ofReal (by positivity)]
    ring
  refine (hasDerivAt_fermiIntegral (d := 3) (by norm_num) hg hR).congr_deriv ?_
  rw [hV]
  norm_num
  ring

end HasDerivAtFermiIntegralThree
```

The error:

```
Try this:
  [apply] ring_nf
  
  The `ring` tactic failed to close the goal. Use `ring_nf` to obtain a normal form.
    
  Note that `ring` works primarily in *commutative* rings. If you have a noncommutative ring, abelian group or module, consider using `noncomm_ring`, `abel` or `module` instead.
Main.lean:67:68: error: unsolved goals
g : ℝ → ℝ
hg : ContinuousOn g (Ici 0)
R : ℝ
hR : 0 < R
hV : unitBallVolume 3 = Real.pi * 4 / 3
⊢ (True ∨ R = 0) ∨ g R = 0
```

Diagnosis. After `rw [hV]` the goal is an equation between two products that share the factors `R ^ 2` and `g R`, once `3 - 1` is evaluated. `norm_num` does more than tidy the numerals: its simplifier also cancels common factors. Since a factor might be zero, cancelling turns the equation into a disjunction: either the remaining factors agree, or `R = 0`, or `g R = 0`.

`ring` proves equations, not disjunctions, so it fails and falls back to `ring_nf`, which is what the "Try this" message reports. That normalises the equation inside the disjunction to `True` but leaves the disjunction itself unproved. The error shows this remaining goal, `(True ∨ R = 0) ∨ g R = 0`, which is true but still open when the proof ends.

The repair drops `norm_num` and does the numeral work by rewriting: `show 3 - 1 = 2 from rfl` simplifies the exponent, and `Nat.cast_ofNat` turns the natural number 3 cast to the reals into the real numeral 3. Neither cancels anything, so the goal remains an equation, and `ring` closes it.

This version goes through:

```diff
@@ -72,6 +72,5 @@
     ring
   refine (hasDerivAt_fermiIntegral (d := 3) (by norm_num) hg hR).congr_deriv ?_
-  rw [hV]
-  norm_num
+  rw [hV, show 3 - 1 = 2 from rfl, Nat.cast_ofNat]
   ring
 
```
